# Effective stiffness blocks of an elastic laminate with uniform strain in each layer

## Layers, strains and averages

A stack of flat, perfectly bonded crystal layers is strained. Layer $a$ occupies the volume fraction $w_a>0$, with $\sum_a w_a=1$. Take the 3-axis normal to the layers and split the strain into

- $p=(\varepsilon_{11},\varepsilon_{22},2\varepsilon_{12})$, the in-plane part, which bonding makes the same in all layers;
- $q_a=(\varepsilon_{33},2\varepsilon_{23},2\varepsilon_{13})$, the out-of-plane part, which may differ from layer to layer.

The energy density of layer $a$ is

$$e_a(p,q_a)=\tfrac12\,p\cdot A_a p+p\cdot B_a q_a+\tfrac12\,q_a\cdot D_a q_a ,$$

where $A_a$, $B_a$ and $D_a$ are blocks of its stiffness matrix and $D_a$ is symmetric positive definite. The stiffness is referred to the common axes of the stack, so constants given in other crystal axes must first be rotated. These letters are not the extension, coupling and bending stiffnesses of plate theory. The vector $B_a^Tp+D_aq_a$ is the traction $(\sigma_{33},\sigma_{23},\sigma_{13})$ on a plane parallel to the layers. Angle brackets denote the volume average, $\langle M\rangle=\sum_a w_aM_a$.

## The least energy at fixed mean strain

Suppose that $p$ and the mean $\langle q\rangle=q$ are imposed, and the layers share out the out-of-plane strain so as to minimise the mean energy. The minimum is

$$W^*(p,q)=\tfrac12\,p\cdot A^*p+p\cdot B^*q+\tfrac12\,q\cdot D^*q,$$

with

$$D^*=\langle D^{-1}\rangle^{-1},\qquad B^*=\langle BD^{-1}\rangle D^*,$$
$$A^*=\langle A-BD^{-1}B^T\rangle+B^*D^{*-1}B^{*T}.$$

Exactly one set of layer strains attains it:

$$r_a=D_a^{-1}(t-B_a^Tp),\qquad t=B^{*T}p+D^*q .$$

Elastic constants computed for bulk crystals by electronic-structure methods can be combined in this way to estimate those of a superlattice, provided that its layers are linear elastic and keep their bulk stiffness, with no separate interface energy.

## What the Lean statement says

A `Laminate ι m n` has layers labelled by the finite type `ι`. The types `m` and `n` index the components of $p$ and $q$; they are finite but otherwise arbitrary, and the elastic case has three elements in each. The fields `w_pos`, `w_sum` and `D_posDef` are the assumptions on fractions and stiffness. `PosDef` includes symmetry. Nothing is assumed about `A` or `B`, except in the positivity result below.

The definitions `effA`, `effB` and `effD` are $A^*$, $B^*$ and $D^*$, and `effEnergy` is $W^*$. The vector $t$ is called `force`, though in elasticity it is a traction, and $r_a$ is `relaxed p q a`.

The main theorem, `effEnergy_isLeast`, considers the set of all values `meanEnergy p x` for layer strains `x` with mean `q`. `IsLeast` says that $W^*(p,q)$ belongs to this set and is a lower bound for it. The second half of the theorem says that any admissible `x` with this energy equals `relaxed p q`.

Two consequences follow. By `effEnergy_le_uniform`, $W^*$ is at most the mean energy when every layer has $q_a=q$, which is a Voigt-type bound. By `effEnergy_pos`, if every layer energy is positive for nonzero $(p,q)$, so is $W^*$.

The model gives each layer one constant strain. Passing from the full displacement problem to such strains, with no edge effects and a common $p$, is the step that the physics has to supply.

## One traction for all layers

The average $S=\langle D^{-1}\rangle$ is positive definite, because for $v\neq0$

$$v\cdot Sv=\sum_a w_a\,v\cdot D_a^{-1}v>0 .$$

So $S$ is invertible and $D^*=S^{-1}$ is symmetric. Write $G=\langle BD^{-1}\rangle$. Then $B^*=GD^*$, $B^{*T}=D^*G^T$ and $G^T=\langle D^{-1}B^T\rangle$.

A Lagrange multiplier $t$ for the constraint $\langle q\rangle=q$ gives the stationarity condition $B_a^Tp+D_ar_a=t$: the traction is the same in every layer. Solving for $r_a$ and averaging,

$$q=\langle r\rangle=St-G^Tp .$$

Hence $t=D^*(q+G^Tp)=D^*q+B^{*T}p$, as stated above.

The average of $A_ap+B_ar_a$ is also needed. Substituting $r_a$ and using $G=B^*D^{*-1}$,

$$\begin{aligned}
\langle Ap+Br\rangle&=\langle A-BD^{-1}B^T\rangle p+Gt\\
&=\langle A-BD^{-1}B^T\rangle p+B^*D^{*-1}B^{*T}p+B^*q\\
&=A^*p+B^*q .
\end{aligned}$$

For symmetric $A_a$ this is the mean in-plane stress.

## The energy of a deviation

Let $x_a$ be any layer strains with mean $q$, and put $d_a=x_a-r_a$, so that $\langle d\rangle=0$. Since $D_a$ is symmetric, expanding about $r_a$ gives

$$e_a(p,x_a)=e_a(p,r_a)+t\cdot d_a+\tfrac12\,d_a\cdot D_ad_a .$$

The linear term averages to $t\cdot\langle d\rangle=0$. For the first term, grouping the quadratic form by its two conjugate forces gives

$$e_a(p,r_a)=\tfrac12\,p\cdot(A_ap+B_ar_a)+\tfrac12\,t\cdot r_a ,$$

whose average is

$$\tfrac12\,p\cdot(A^*p+B^*q)+\tfrac12\,t\cdot q=W^*(p,q),$$

because $t\cdot q=p\cdot B^*q+q\cdot D^*q$. Therefore

$$\sum_a w_ae_a(p,x_a)=W^*(p,q)+\tfrac12\sum_a w_a\,d_a\cdot D_ad_a .$$

The last sum is non-negative. It vanishes only if every $d_a$ is zero, since all $w_a$ are positive and all $D_a$ are positive definite. This gives both the minimum and its uniqueness.

Choosing $x_a=q$ yields the uniform-strain bound. For positivity, take the minimising strains at a nonzero $(p,q)$. The pairs $(p,r_a)$ cannot all be zero, so at least one layer has positive energy and none has negative energy.

## The laminate in Lean

```lean
import Mathlib

open Matrix

namespace LaminateAverage

noncomputable section

/-- A laminate: layers with positive volume fractions `w` summing to one, and energy blocks
`A`, `B`, `D`, where each `D` is positive definite. -/
structure Laminate (ι m n : Type*) [Fintype ι] [Fintype n] where
  w : ι → ℝ
  A : ι → Matrix m m ℝ
  B : ι → Matrix m n ℝ
  D : ι → Matrix n n ℝ
  w_pos : ∀ a, 0 < w a
  w_sum : ∑ a, w a = 1
  D_posDef : ∀ a, (D a).PosDef

namespace Laminate

variable {ι m n : Type*} [Fintype ι] [Fintype n] (L : Laminate ι m n)

/-- The volume average of a matrix property over the layers. -/
def avg {k l : Type*} (M : ι → Matrix k l ℝ) : Matrix k l ℝ := ∑ a, L.w a • M a

/-- An averaged matrix acts on a uniform vector as the average of the layer responses. -/
theorem avg_mulVec {k l : Type*} [Fintype l] (M : ι → Matrix k l ℝ) (v : l → ℝ) :
    L.avg M *ᵥ v = ∑ a, L.w a • (M a *ᵥ v) := by
  ext i
  simp only [avg, mulVec, dotProduct, Matrix.sum_apply, Matrix.smul_apply, Finset.sum_apply,
    Pi.smul_apply, smul_eq_mul, Finset.sum_mul, Finset.mul_sum]
  rw [Finset.sum_comm]
  exact Finset.sum_congr rfl fun _ _ => Finset.sum_congr rfl fun _ _ => by ring

/-- The work of a uniform force on an averaged field is the average of the layer works. -/
theorem dotProduct_mean {k : Type*} [Fintype k] (v : k → ℝ) (x : ι → k → ℝ) :
    v ⬝ᵥ (∑ a, L.w a • x a) = ∑ a, L.w a * (v ⬝ᵥ x a) := by
  simp only [dotProduct, Finset.sum_apply, Pi.smul_apply, smul_eq_mul, Finset.mul_sum]
  rw [Finset.sum_comm]
  exact Finset.sum_congr rfl fun _ _ => Finset.sum_congr rfl fun _ _ => by ring

variable [Fintype m] [DecidableEq n]

/-- The energy of layer `a` with common field `p` and layer field `q`. -/
def energy (a : ι) (p : m → ℝ) (q : n → ℝ) : ℝ :=
  (p ⬝ᵥ L.A a *ᵥ p) / 2 + p ⬝ᵥ L.B a *ᵥ q + (q ⬝ᵥ L.D a *ᵥ q) / 2

/-- The mean energy of the laminate when layer `a` carries the field `x a`. -/
def meanEnergy (p : m → ℝ) (x : ι → n → ℝ) : ℝ := ∑ a, L.w a * L.energy a p (x a)

/-- The effective block `D* = ⟨D⁻¹⟩⁻¹`. -/
def effD : Matrix n n ℝ := (L.avg fun a => (L.D a)⁻¹)⁻¹

/-- The effective block `B* = ⟨B D⁻¹⟩ D*`. -/
def effB : Matrix m n ℝ := (L.avg fun a => L.B a * (L.D a)⁻¹) * L.effD

/-- The effective block `A* = ⟨A - B D⁻¹ Bᵀ⟩ + B* D*⁻¹ B*ᵀ`. -/
def effA : Matrix m m ℝ :=
  (L.avg fun a => L.A a - L.B a * (L.D a)⁻¹ * (L.B a)ᵀ) + L.effB * L.effD⁻¹ * L.effBᵀ

/-- The quadratic energy built from the effective blocks. -/
def effEnergy (p : m → ℝ) (q : n → ℝ) : ℝ :=
  (p ⬝ᵥ L.effA *ᵥ p) / 2 + p ⬝ᵥ L.effB *ᵥ q + (q ⬝ᵥ L.effD *ᵥ q) / 2

/-- The effective force `B*ᵀ p + D* q` conjugate to the mean field `q`. -/
def force (p : m → ℝ) (q : n → ℝ) : n → ℝ := L.effBᵀ *ᵥ p + L.effD *ᵥ q

/-- The layer fields `D⁻¹ (t - Bᵀ p)`, where `t` is the effective force. -/
def relaxed (p : m → ℝ) (q : n → ℝ) (a : ι) : n → ℝ :=
  (L.D a)⁻¹ *ᵥ (L.force p q - (L.B a)ᵀ *ᵥ p)

omit [Fintype m] in
/-- The averaged inverse `⟨D⁻¹⟩` is invertible. -/
theorem isUnit_det_avg_inv : IsUnit (L.avg fun a => (L.D a)⁻¹).det := by
  rw [isUnit_iff_ne_zero]
  intro h
  obtain ⟨v, hv, h0⟩ := Matrix.exists_mulVec_eq_zero_iff.mpr h
  have hne : Nonempty ι := by
    rcases isEmpty_or_nonempty ι with h | h
    · have h1 := L.w_sum
      simp at h1
    · exact h
  -- a null vector would have zero averaged energy, yet every layer contributes positively
  have hpos : 0 < ∑ a, L.w a * (v ⬝ᵥ (L.D a)⁻¹ *ᵥ v) :=
    Finset.sum_pos (fun a _ => mul_pos (L.w_pos a) (by
      simpa only [star_trivial] using (L.D_posDef a).inv.dotProduct_mulVec_pos hv))
      Finset.univ_nonempty
  rw [← dotProduct_mean, ← avg_mulVec, h0, dotProduct_zero] at hpos
  exact lt_irrefl _ hpos

/-- In the relaxed state all layers carry the same conjugate force. -/
theorem force_balance (p : m → ℝ) (q : n → ℝ) (a : ι) :
    (L.B a)ᵀ *ᵥ p + L.D a *ᵥ L.relaxed p q a = L.force p q := by
  have hu : IsUnit (L.D a).det := isUnit_iff_ne_zero.mpr (L.D_posDef a).det_pos.ne'
  rw [relaxed, mulVec_mulVec, mul_nonsing_inv _ hu, one_mulVec, add_sub_cancel]

/-- The relaxed layer fields have the prescribed mean `q`. -/
theorem mean_relaxed (p : m → ℝ) (q : n → ℝ) : ∑ a, L.w a • L.relaxed p q a = q := by
  have hs : ∀ a, (L.D a)ᵀ = L.D a := fun a => by
    simpa only [conjTranspose_eq_transpose_of_trivial] using (L.D_posDef a).isHermitian.eq
  -- transposition passes through the layer average
  have ht : ∀ M : ι → Matrix n n ℝ, (L.avg M)ᵀ = L.avg fun a => (M a)ᵀ := by
    intro M
    ext i j
    simp only [avg, transpose_apply, Matrix.sum_apply, Matrix.smul_apply]
  have htB : (L.avg fun a => L.B a * (L.D a)⁻¹)ᵀ
      = L.avg fun a => (L.B a * (L.D a)⁻¹)ᵀ := by
    ext i j
    simp only [avg, transpose_apply, Matrix.sum_apply, Matrix.smul_apply]
  have hD : L.effDᵀ = L.effD := by
    rw [effD, transpose_nonsing_inv, ht]
    simp only [transpose_nonsing_inv, hs]
  have hB : L.effBᵀ = L.effD * L.avg fun a => (L.D a)⁻¹ * (L.B a)ᵀ := by
    rw [effB, transpose_mul, hD, htB]
    simp only [transpose_mul, transpose_nonsing_inv, hs]
  have hS : (L.avg fun a => (L.D a)⁻¹) * L.effD = 1 := mul_nonsing_inv _ L.isUnit_det_avg_inv
  have h1 : ∑ a, L.w a • L.relaxed p q a = (L.avg fun a => (L.D a)⁻¹) *ᵥ L.force p q
      - (L.avg fun a => (L.D a)⁻¹ * (L.B a)ᵀ) *ᵥ p := by
    rw [avg_mulVec, avg_mulVec, ← Finset.sum_sub_distrib]
    refine Finset.sum_congr rfl fun a _ => ?_
    rw [relaxed, mulVec_sub, smul_sub, mulVec_mulVec]
  rw [h1, force, mulVec_add, mulVec_mulVec, mulVec_mulVec, hB, ← Matrix.mul_assoc, hS,
    Matrix.one_mul, one_mulVec, add_sub_cancel_left]

/-- In the relaxed state the average of `A p + B q` over the layers is `A* p + B* q`. -/
theorem mean_response (p : m → ℝ) (q : n → ℝ) :
    ∑ a, L.w a • (L.A a *ᵥ p + L.B a *ᵥ L.relaxed p q a) = L.effA *ᵥ p + L.effB *ᵥ q := by
  have h1 : ∑ a, L.w a • (L.A a *ᵥ p + L.B a *ᵥ L.relaxed p q a)
      = (L.avg fun a => L.A a - L.B a * (L.D a)⁻¹ * (L.B a)ᵀ) *ᵥ p
        + (L.avg fun a => L.B a * (L.D a)⁻¹) *ᵥ L.force p q := by
    rw [avg_mulVec, avg_mulVec, ← Finset.sum_add_distrib]
    refine Finset.sum_congr rfl fun a _ => ?_
    rw [relaxed, mulVec_mulVec, mulVec_sub, mulVec_mulVec, sub_mulVec]
    module
  have hG : L.effB * L.effD⁻¹ = L.avg fun a => L.B a * (L.D a)⁻¹ := by
    have hu : IsUnit L.effD.det := isUnit_nonsing_inv_det _ L.isUnit_det_avg_inv
    rw [effB, Matrix.mul_assoc, mul_nonsing_inv _ hu, Matrix.mul_one]
  have hB : (L.avg fun a => L.B a * (L.D a)⁻¹) * L.effD = L.effB := rfl
  rw [h1, effA, hG, force, mulVec_add, add_mulVec, mulVec_mulVec, mulVec_mulVec, hB, add_assoc]

/-- For layer fields with mean `q`, the mean energy exceeds the effective energy by half the
mean `D`-quadratic form of the deviation from the relaxed fields. -/
theorem energy_gap (p : m → ℝ) (q : n → ℝ) (x : ι → n → ℝ) (hx : ∑ a, L.w a • x a = q) :
    L.meanEnergy p x = L.effEnergy p q + (∑ a, L.w a *
      ((x a - L.relaxed p q a) ⬝ᵥ L.D a *ᵥ (x a - L.relaxed p q a))) / 2 := by
  -- complete the square in one layer
  have layer : ∀ a, L.energy a p (x a) =
      1 / 2 * (p ⬝ᵥ (L.A a *ᵥ p + L.B a *ᵥ L.relaxed p q a)) + L.force p q ⬝ᵥ x a
      - 1 / 2 * (L.force p q ⬝ᵥ L.relaxed p q a)
      + 1 / 2 * ((x a - L.relaxed p q a) ⬝ᵥ L.D a *ᵥ (x a - L.relaxed p q a)) := by
    intro a
    have hD : (L.D a)ᵀ = L.D a := by
      simpa only [conjTranspose_eq_transpose_of_trivial] using (L.D_posDef a).isHermitian.eq
    have ht : ∀ y, L.force p q ⬝ᵥ y = p ⬝ᵥ L.B a *ᵥ y + y ⬝ᵥ L.D a *ᵥ L.relaxed p q a := by
      intro y
      rw [← L.force_balance p q a, add_dotProduct, mulVec_transpose, ← dotProduct_mulVec,
        dotProduct_comm (L.D a *ᵥ _) y]
    have hs : x a ⬝ᵥ L.D a *ᵥ L.relaxed p q a = L.relaxed p q a ⬝ᵥ L.D a *ᵥ x a := by
      rw [dotProduct_mulVec, ← mulVec_transpose, hD, dotProduct_comm]
    simp only [energy, mulVec_sub, dotProduct_sub, sub_dotProduct, dotProduct_add]
    linear_combination -ht (x a) + 1 / 2 * ht (L.relaxed p q a) - 1 / 2 * hs
  have h1 : ∑ a, L.w a * (p ⬝ᵥ (L.A a *ᵥ p + L.B a *ᵥ L.relaxed p q a))
      = p ⬝ᵥ (L.effA *ᵥ p + L.effB *ᵥ q) := by
    rw [← L.mean_response p q, dotProduct_mean]
  have h2 : ∑ a, L.w a * (L.force p q ⬝ᵥ x a) = L.force p q ⬝ᵥ q := by
    rw [← dotProduct_mean, hx]
  have h3 : ∑ a, L.w a * (L.force p q ⬝ᵥ L.relaxed p q a) = L.force p q ⬝ᵥ q := by
    rw [← dotProduct_mean, mean_relaxed]
  have h4 : L.force p q ⬝ᵥ q = p ⬝ᵥ L.effB *ᵥ q + q ⬝ᵥ L.effD *ᵥ q := by
    rw [force, add_dotProduct, mulVec_transpose, ← dotProduct_mulVec,
      dotProduct_comm (L.effD *ᵥ q) q]
  -- average over the layers
  simp only [meanEnergy, layer, mul_add, mul_sub, mul_left_comm _ (1 / 2 : ℝ),
    Finset.sum_add_distrib, Finset.sum_sub_distrib, ← Finset.mul_sum]
  simp only [dotProduct_add, mul_add, Finset.sum_add_distrib] at h1 ⊢
  rw [h2, h3, effEnergy]
  linear_combination 1 / 2 * h1 + 1 / 2 * h4

/-- The effective energy is the least mean energy among layer fields with mean `q`, and only
the relaxed fields attain it. -/
theorem effEnergy_isLeast (p : m → ℝ) (q : n → ℝ) :
    IsLeast {E | ∃ x : ι → n → ℝ, ∑ a, L.w a • x a = q ∧ L.meanEnergy p x = E}
      (L.effEnergy p q) ∧
    ∀ x : ι → n → ℝ, ∑ a, L.w a • x a = q → L.meanEnergy p x = L.effEnergy p q →
      x = L.relaxed p q := by
  have hnn : ∀ a (y : n → ℝ), 0 ≤ L.w a * (y ⬝ᵥ L.D a *ᵥ y) := fun a y =>
    mul_nonneg (L.w_pos a).le (by
      simpa only [star_trivial] using (L.D_posDef a).posSemidef.dotProduct_mulVec_nonneg y)
  refine ⟨⟨⟨L.relaxed p q, L.mean_relaxed p q, ?_⟩, ?_⟩, ?_⟩
  · rw [L.energy_gap p q _ (L.mean_relaxed p q)]
    simp
  · rintro E ⟨x, hx, rfl⟩
    rw [L.energy_gap p q x hx]
    linarith [Finset.sum_nonneg fun a (_ : a ∈ Finset.univ) => hnn a (x a - L.relaxed p q a)]
  · intro x hx hE
    have hg := L.energy_gap p q x hx
    have hz : ∑ a, L.w a *
        ((x a - L.relaxed p q a) ⬝ᵥ L.D a *ᵥ (x a - L.relaxed p q a)) = 0 := by linarith
    funext a
    by_contra hne
    have hpos : 0 < (x a - L.relaxed p q a) ⬝ᵥ L.D a *ᵥ (x a - L.relaxed p q a) := by
      simpa only [star_trivial] using
        (L.D_posDef a).dotProduct_mulVec_pos (sub_ne_zero.mpr hne)
    have h0 := (Finset.sum_eq_zero_iff_of_nonneg fun a _ => hnn a _).mp hz a (Finset.mem_univ a)
    exact (mul_pos (L.w_pos a) hpos).ne' h0

/-- The effective energy is at most the mean energy of the uniform field `q`. -/
theorem effEnergy_le_uniform (p : m → ℝ) (q : n → ℝ) :
    L.effEnergy p q ≤ ∑ a, L.w a * L.energy a p q :=
  (L.effEnergy_isLeast p q).1.2
    ⟨fun _ => q, by rw [← Finset.sum_smul, L.w_sum, one_smul], rfl⟩

/-- If every layer energy is positive for nonzero `(p, q)`, so is the effective energy. -/
theorem effEnergy_pos (h : ∀ a p q, p ≠ 0 ∨ q ≠ 0 → 0 < L.energy a p q)
    (p : m → ℝ) (q : n → ℝ) (hpq : p ≠ 0 ∨ q ≠ 0) : 0 < L.effEnergy p q := by
  obtain ⟨x, hx, hE⟩ := (L.effEnergy_isLeast p q).1.1
  -- some layer carries a nonzero field
  have hex : ∃ a, p ≠ 0 ∨ x a ≠ 0 := by
    by_contra hn
    have h0 : ∀ a, x a = 0 := fun a => by
      by_contra hxa
      exact hn ⟨a, Or.inr hxa⟩
    rcases hpq with hp | hq
    · rcases isEmpty_or_nonempty ι with he | ⟨⟨b⟩⟩
      · have h1 := L.w_sum
        simp at h1
      · exact hn ⟨b, Or.inl hp⟩
    · exact hq (by rw [← hx]; simp [h0])
  obtain ⟨b, hb⟩ := hex
  rw [← hE, meanEnergy]
  refine Finset.sum_pos' (fun a _ => mul_nonneg (L.w_pos a).le ?_)
    ⟨b, Finset.mem_univ b, mul_pos (L.w_pos b) (h b p (x b) hb)⟩
  by_cases ha : p ≠ 0 ∨ x a ≠ 0
  · exact (h a p (x a) ha).le
  · have hp : p = 0 := by
      by_contra hp
      exact ha (Or.inl hp)
    have hxa : x a = 0 := by
      by_contra hxa
      exact ha (Or.inr hxa)
    simp [energy, hp, hxa]

end Laminate

end

end LaminateAverage
```

```lean
#print axioms LaminateAverage.Laminate.effEnergy_le_uniform
#print axioms LaminateAverage.Laminate.effEnergy_pos
```

```
'LaminateAverage.Laminate.effEnergy_le_uniform' depends on axioms: [propext, Classical.choice, Quot.sound]
'LaminateAverage.Laminate.effEnergy_pos' depends on axioms: [propext, Classical.choice, Quot.sound]
```

## From the averages to the unique minimum

Two lemmas move averages through linear operations: `avg_mulVec` for a matrix average acting on a fixed vector, and `dotProduct_mean` for a fixed vector paired with an average.

`isUnit_det_avg_inv` proves that $S$ is invertible by contradiction. A zero determinant would supply a nonzero `v` with $Sv=0$, while `hpos` says that $v\cdot Sv$ is positive. Mathlib assigns the value zero to the inverse of a singular matrix, so this lemma is what makes `effD` a true inverse.

`force_balance` cancels $D_aD_a^{-1}$ to obtain the common traction. In `mean_relaxed`, the steps `hD` and `hB` establish the symmetry of $D^*$ and the formula for $B^{*T}$; `h1` is the average $St-G^Tp$, which then reduces to $q$. In `mean_response`, `hG` is the identity $B^*D^{*-1}=G$ used to assemble $A^*$.

`energy_gap` is the final identity of the derivation. Its step `layer` completes the square in one layer, with the terms in $t$ collected as $t\cdot x_a-\tfrac12t\cdot r_a$. The steps `h1` to `h3` average the separate terms, `h4` expands $t\cdot q$, and `linear_combination` checks the remaining algebra.

In `effEnergy_isLeast`, the relaxed strains have zero deviation and so attain $W^*$. The non-negative terms `hnn` give the lower bound. For uniqueness, equal energies make the weighted sum zero, hence each of its terms; a nonzero deviation in any layer would contradict this through `hpos`.

`effEnergy_le_uniform` applies the lower bound to the constant strain. `effEnergy_pos` takes a minimiser from the main theorem, finds a layer `b` where `p` or `x b` is nonzero, and adds up the layer energies.
